# For one or more photons with nonzero spinor brackets, the sum over orderings is a product of one-photon factors

Two photons are radiated by a massless electron–positron pair. Let p and q be the two-component momentum spinors of the pair, k₁ and k₂ those of the photons, and ⟨a,b⟩ = a₀b₁ − a₁b₀. When the photons have opposite helicities, the tree amplitude is, up to a common prefactor, a sum over their two orders:

⟨p,q⟩/(⟨p,k₁⟩⟨k₁,k₂⟩⟨k₂,q⟩) + ⟨p,q⟩/(⟨p,k₂⟩⟨k₂,k₁⟩⟨k₁,q⟩)
= ⟨p,q⟩ (⟨p,k₂⟩⟨k₁,q⟩ − ⟨p,k₁⟩⟨k₂,q⟩) / (⟨p,k₁⟩⟨k₁,q⟩⟨p,k₂⟩⟨k₂,q⟩⟨k₁,k₂⟩).

The Schouten identity turns the bracketed difference into ⟨k₁,k₂⟩⟨p,q⟩. The photon–photon bracket cancels, leaving

⟨p,q⟩/(⟨p,k₁⟩⟨k₁,q⟩) · ⟨p,q⟩/(⟨p,k₂⟩⟨k₂,q⟩).

The same factorisation holds for every n ≥ 1. For the tree-level amplitude of one massless pair and n photons, all but one of equal helicity, it turns a sum of n! ordered terms into a single product.

## Brackets and chains

```lean
import Mathlib

open Finset

namespace PhotonOrderings

variable {F : Type*} [Field F]
```

The scalars lie in an arbitrary field `F`; for physical spinors, take ℂ.

```lean
/-- The spinor bracket `⟨a,b⟩` of two two-component spinors. -/
def angle (a b : Fin 2 → F) : F := a 0 * b 1 - a 1 * b 0
```

A spinor is a function `Fin 2 → F`, that is, a pair of components numbered 0 and 1. Despite its name, `angle` is the angle bracket ⟨a,b⟩, not a geometric angle. It is antisymmetric, and for real massless momenta it vanishes exactly when the two are collinear.

```lean
/-- The chain of brackets `⟨p,k₁⟩⟨k₁,k₂⟩⋯⟨kₙ,q⟩` for photons emitted in the order of the list;
for the empty list it is `⟨p,q⟩`. -/
def chain : (Fin 2 → F) → List (Fin 2 → F) → (Fin 2 → F) → F
  | p, [], q => angle p q
  | p, k :: l, q => angle p k * chain k l q
```

`chain` is the denominator for one ordering, built recursively: with no photons it is ⟨p,q⟩; otherwise the first photon k contributes ⟨p,k⟩ and then takes the place of p. Here k denotes a spinor, not a four-momentum.

## Ratios that differ by a bracket

```lean
/-- The Schouten identity for four two-component spinors. -/
theorem schouten (a b c d : Fin 2 → F) :
    angle a b * angle c d + angle a c * angle d b + angle a d * angle b c = 0 := by
  unfold angle
  ring
```

In ordinary notation,

⟨a,b⟩⟨c,d⟩ + ⟨a,c⟩⟨d,b⟩ + ⟨a,d⟩⟨b,c⟩ = 0.

Written in components, all terms cancel, which is what `ring` confirms.

```lean
/-- The ratios `⟨p,k⟩/⟨k,q⟩` of two photons `a` and `b` differ by a multiple of `⟨a,b⟩`,
provided `⟨a,q⟩` and `⟨b,q⟩` are nonzero. -/
theorem ratio_sub_ratio (p q a b : Fin 2 → F) (ha : angle a q ≠ 0) (hb : angle b q ≠ 0) :
    angle p b / angle b q - angle p a / angle a q
      = angle a b * angle p q / (angle a q * angle b q) := by
  rw [div_sub_div _ _ hb ha]
  congr 1
  · unfold angle
    ring
  · ring
```

For a photon k put x_k = ⟨p,k⟩/⟨k,q⟩. Over a common denominator,

x_b − x_a = (⟨p,b⟩⟨a,q⟩ − ⟨p,a⟩⟨b,q⟩)/(⟨a,q⟩⟨b,q⟩) = ⟨a,b⟩⟨p,q⟩/(⟨a,q⟩⟨b,q⟩).

The last step is the Schouten identity; Lean expands the components again instead of citing `schouten`.

```lean
/-- A partial-fraction identity: for distinct `x₀, …, xₙ` in a field, the sum over `i` of
the products over `j ≠ i` of `xⱼ/(xⱼ - xᵢ)` is one. -/
theorem sum_partial_fractions {n : ℕ} (x : Fin (n + 1) → F) (hx : Function.Injective x) :
    ∑ i, ∏ j ∈ univ.erase i, x j / (x j - x i) = 1 := by
  -- Lagrange interpolation of the constant polynomial 1, evaluated at zero
  have h := congrArg (Polynomial.eval (0 : F))
    (Lagrange.sum_basis (s := (univ : Finset (Fin (n + 1)))) (v := x) hx.injOn univ_nonempty)
  rw [Polynomial.eval_finsetSum, Polynomial.eval_one] at h
  refine Eq.trans (sum_congr rfl fun i _ => ?_) h
  rw [Lagrange.basis, Polynomial.eval_prod]
  refine prod_congr rfl fun j _ => ?_
  simp only [Lagrange.basisDivisor, Polynomial.eval_mul, Polynomial.eval_C,
    Polynomial.eval_sub, Polynomial.eval_X]
  rw [← neg_sub (x i) (x j), div_neg]
  ring
```

For distinct x₀, …, xₙ, define the Lagrange polynomials

L_i(t) = ∏_{j≠i} (t − x_j)/(x_i − x_j).

The polynomial Σ_i L_i(t) − 1 has degree at most n and vanishes at n + 1 points, so it is zero. Setting t = 0 gives

Σ_i ∏_{j≠i} x_j/(x_j − x_i) = 1.

Mathlib supplies the polynomial identity as `Lagrange.sum_basis`; the remaining lines evaluate it at zero and rearrange signs.

## Moving one photon to the front

```lean
/-- Once photon `i` has been moved to the front, none of the later places holds photon `i`. -/
theorem swap_succ_ne {n : ℕ} (i : Fin (n + 1)) (x : Fin n) :
    Equiv.swap 0 i x.succ ≠ i := by
  intro hx
  have h0 : Equiv.swap 0 i x.succ = Equiv.swap 0 i 0 := by
    rw [hx, Equiv.swap_apply_left]
  exact Fin.succ_ne_zero x ((Equiv.swap 0 i).injective h0)
```

`Equiv.swap 0 i` exchanges labels 0 and i, which puts photon i first. The later places are `x.succ`, where `x` is now a position and not a ratio. None of them holds photon i, because the swap is injective and place 0 already does.

```lean
/-- Once photon `i` has been moved to the front, a product over the later places is the product
over all photons other than `i`. -/
theorem prod_rest {n : ℕ} (f : Fin (n + 1) → F) (i : Fin (n + 1)) :
    ∏ x : Fin n, f (Equiv.swap 0 i x.succ) = ∏ j ∈ univ.erase i, f j := by
  have h := Equiv.prod_comp (Equiv.swap 0 i) (fun j => if j = i then 1 else f j)
  rw [Fin.prod_univ_succ, ← mul_prod_erase univ _ (mem_univ i)] at h
  simp only [Equiv.swap_apply_left, swap_succ_ne, if_true, if_false, one_mul] at h
  rw [h]
  exact prod_congr rfl fun j hj => if_neg (ne_of_mem_erase hj)
```

A product over the later places is therefore a product over all photons except i. The proof replaces the factor of photon i by 1 and uses the fact that relabelling leaves a full product unchanged.

## Induction on the number of photons

```lean
/-- For any number of photons, including none, the sum over orderings factorises into
one-photon factors when `⟨p,q⟩` and all brackets in the denominators are nonzero. -/
theorem sum_orderings_of_ne_zero (q : Fin 2 → F) (n : ℕ) :
    ∀ (p : Fin 2 → F) (k : Fin n → Fin 2 → F), angle p q ≠ 0 →
      (∀ i, angle p (k i) ≠ 0) → (∀ i, angle (k i) q ≠ 0) →
      (∀ i j, i ≠ j → angle (k i) (k j) ≠ 0) →
      ∑ s : Equiv.Perm (Fin n), angle p q / chain p (List.ofFn fun i => k (s i)) q
        = ∏ i, angle p q / (angle p (k i) * angle (k i) q) := by
  induction n with
  | zero =>
    intro p k hpq _ _ _
    simp [chain, hpq]
  | succ n ih =>
    intro p k hpq hp hq hk
    have key : ∀ a b c d : F, d ≠ 0 → a / (b * c) = a / (b * d) * (d / c) := by
      intro a b c d hd
      rw [div_mul_div_comm, mul_right_comm b d c, mul_div_mul_right _ _ hd]
    let x : Fin (n + 1) → F := fun j => angle p (k j) / angle (k j) q
    have hd : ∀ i j, x j - x i
        = angle (k i) (k j) * angle p q / (angle (k i) q * angle (k j) q) :=
      fun i j => ratio_sub_ratio p q (k i) (k j) (hq i) (hq j)
    have hx : Function.Injective x := by
      intro j i hji
      by_contra hne
      have h0 := hd i j
      rw [hji, sub_self] at h0
      exact div_ne_zero (mul_ne_zero (hk i j (Ne.symm hne)) hpq)
        (mul_ne_zero (hq i) (hq j)) h0.symm
    -- the orderings that start with photon i
    have hstep : ∀ i, ∑ e : Equiv.Perm (Fin n), angle p q /
        chain p (List.ofFn fun y => k (Equiv.Perm.decomposeFin.symm (i, e) y)) q
        = (∏ j, angle p q / (angle p (k j) * angle (k j) q))
          * ∏ j ∈ univ.erase i, x j / (x j - x i) := by
      intro i
      have hi := (ih (k i) (fun y => k (Equiv.swap 0 i y.succ)) (hq i)
        (fun y => hk _ _ (swap_succ_ne i y).symm) (fun y => hq _)
        (fun y z hyz => hk _ _ fun h =>
          hyz (Fin.succ_injective _ ((Equiv.swap 0 i).injective h)))).trans
        (prod_rest (fun j => angle (k i) q / (angle (k i) (k j) * angle (k j) q)) i)
      have hsplit : ∏ j, angle p q / (angle p (k j) * angle (k j) q)
          = angle p q / (angle p (k i) * angle (k i) q)
            * ∏ j ∈ univ.erase i, angle p q / (angle p (k j) * angle (k j) q) :=
        (mul_prod_erase univ (fun j => angle p q / (angle p (k j) * angle (k j) q))
          (mem_univ i)).symm
      rw [hsplit, mul_assoc, ← prod_mul_distrib]
      refine Eq.trans (sum_congr rfl fun e _ => ?_) ((mul_sum _ _ _).symm.trans
        (congrArg _ (hi.trans (prod_congr rfl fun j hj => ?_))))
      · simp only [List.ofFn_succ, chain, Equiv.Perm.decomposeFin_symm_apply_zero,
          Equiv.Perm.decomposeFin_symm_apply_succ]
        exact key _ _ _ _ (hq i)
      · have h1 := hp j
        have h2 := hq i
        have h3 := hq j
        have h4 := hk i j (ne_of_mem_erase hj).symm
        rw [hd i j]
        change _ = _ * (angle p (k j) / angle (k j) q / _)
        field_simp
    rw [← Equiv.sum_comp (Equiv.Perm.decomposeFin (n := n)).symm, Fintype.sum_prod_type]
    refine (sum_congr rfl fun i _ => hstep i).trans ?_
    rw [← mul_sum, sum_partial_fractions x hx, mul_one]
```

This version assumes ⟨p,q⟩ ≠ 0. A permutation `s` of `Fin n` is an ordering, and `List.ofFn` lists the photons in that order. With no photons, both sides are 1.

For n + 1 photons k₀, …, kₙ, collect the orderings that begin with photon i. Writing e for an ordering of the rest, their sum is

⟨p,q⟩/(⟨p,k_i⟩⟨k_i,q⟩) · Σ_e ⟨k_i,q⟩/chain(k_i, rest in order e, q).

The induction hypothesis, with k_i in place of p, turns the sum over e into

∏_{j≠i} ⟨k_i,q⟩/(⟨k_i,k_j⟩⟨k_j,q⟩).

By the formula for x_j − x_i, each factor here equals

⟨p,q⟩/(⟨p,k_j⟩⟨k_j,q⟩) · x_j/(x_j − x_i).

So the orderings beginning with i contribute P ∏_{j≠i} x_j/(x_j − x_i), where P is the full product of one-photon factors. Summing over i gives P, by the partial-fraction identity.

In Lean, `decomposeFin` splits a permutation into its first photon and an ordering of the others, `key` inserts ⟨k_i,q⟩, `hx` shows that the ratios are distinct, and `hstep` is the contribution of photon i. The statement quantifies over `p` and `k` after fixing `n`, so the hypothesis can be applied with a new starting spinor.

## One or more photons

```lean
/-- For at least one photon, the sum over photon orderings is the product of one-photon factors
`⟨p,q⟩/(⟨p,k⟩⟨k,q⟩)`, provided all brackets in the denominators are nonzero. -/
theorem sum_orderings {n : ℕ} (hn : 0 < n) (p q : Fin 2 → F) (k : Fin n → Fin 2 → F)
    (hp : ∀ i, angle p (k i) ≠ 0) (hq : ∀ i, angle (k i) q ≠ 0)
    (hk : ∀ i j, i ≠ j → angle (k i) (k j) ≠ 0) :
    ∑ s : Equiv.Perm (Fin n), angle p q / chain p (List.ofFn fun i => k (s i)) q
      = ∏ i, angle p q / (angle p (k i) * angle (k i) q) := by
  by_cases hpq : angle p q = 0
  · -- both sides vanish
    rw [prod_eq_zero (mem_univ (⟨0, hn⟩ : Fin n)) (by rw [hpq, zero_div])]
    exact sum_eq_zero fun s _ => by rw [hpq, zero_div]
  · exact sum_orderings_of_ne_zero q n p k hpq hp hq hk
```

For n ≥ 1, with ⟨p,k_i⟩, ⟨k_i,q⟩ and ⟨k_i,k_j⟩ (i ≠ j) nonzero,

Σ_s ⟨p,q⟩/(⟨p,k_s1⟩⟨k_s1,k_s2⟩⋯⟨k_sn,q⟩) = ∏_i ⟨p,q⟩/(⟨p,k_i⟩⟨k_i,q⟩).

Lean numbers the photons from 0. The conditions exclude collinear pairs among the momenta, except that p and q may be collinear: if ⟨p,q⟩ = 0, every term on the left and every factor on the right is zero. Otherwise the previous theorem applies. For n = 1 there is one ordering, and the two sides are the same expression.

In a calculation of e⁺e⁻ → nγ with all particles taken as outgoing, let photon i be the one of negative helicity. Up to couplings, a phase common to all orders and the choice of fermion helicity, the ordered amplitude for s is ⟨p,k_i⟩³⟨q,k_i⟩ / (⟨p,q⟩⟨p,k_s1⟩⟨k_s1,k_s2⟩⋯⟨k_sn,q⟩), which is the summand of the theorem times ⟨p,k_i⟩³⟨q,k_i⟩/⟨p,q⟩². For ⟨p,q⟩ ≠ 0 the sum over orders is therefore proportional to

⟨p,k_i⟩³⟨q,k_i⟩ ⟨p,q⟩ⁿ⁻² / ∏_j ⟨p,k_j⟩⟨k_j,q⟩.

For n ≥ 2 these ordered amplitudes are not single Feynman diagrams of QED. They are the colour-ordered amplitudes of a quark pair with n gluons, and they include gluon self-couplings, which cancel in the sum over orders and leave the photon amplitude. Their form is taken from the helicity formalism; the theorem supplies the sum.

## The squared modulus over ℂ

```lean
/-- For complex spinors and at least one photon, the squared modulus of the sum over orderings is
a product of one-photon factors, provided all brackets in the denominators are nonzero. -/
theorem normSq_sum_orderings {n : ℕ} (hn : 0 < n) (p q : Fin 2 → ℂ) (k : Fin n → Fin 2 → ℂ)
    (hp : ∀ i, angle p (k i) ≠ 0) (hq : ∀ i, angle (k i) q ≠ 0)
    (hk : ∀ i j, i ≠ j → angle (k i) (k j) ≠ 0) :
    ‖∑ s : Equiv.Perm (Fin n), angle p q / chain p (List.ofFn fun i => k (s i)) q‖ ^ 2
      = ∏ i, ‖angle p q‖ ^ 2 / (‖angle p (k i)‖ ^ 2 * ‖angle (k i) q‖ ^ 2) := by
  rw [sum_orderings hn p q k hp hq hk, norm_prod, ← prod_pow]
  refine prod_congr rfl fun i _ => ?_
  rw [norm_div, norm_mul, div_pow, mul_pow]

end PhotonOrderings
```

Taking the modulus of the product and squaring it factor by factor gives

|sum|² = ∏_i |⟨p,q⟩|²/(|⟨p,k_i⟩|²|⟨k_i,q⟩|²).

With the usual normalisation, |⟨a,b⟩|² = 2 a·b, where the dot product is that of the corresponding four-momenta, taken real and of positive energy. Each factor then becomes p·q/(2 (p·k_i)(k_i·q)), the familiar soft-radiation pattern of a massless charged pair.

```lean
#print axioms PhotonOrderings.schouten
#print axioms PhotonOrderings.normSq_sum_orderings
```

```
'PhotonOrderings.schouten' depends on axioms: [propext, Quot.sound]
'PhotonOrderings.normSq_sum_orderings' depends on axioms: [propext, Classical.choice, Quot.sound]
```
